# The fraction of pairings of n two-leg vertices without a self-contraction tends to exp(−1/2)

For a free real scalar field, regularised so that $\varphi(x)^2$ has a finite expectation value, Wick's theorem writes the vacuum expectation value of $n$ quadratic vertices $\varphi(x_1)^2\cdots\varphi(x_n)^2$ as a sum over all ways of joining the $2n$ legs in pairs. Normal ordering each vertex removes the terms in which the two legs of one vertex are joined. How large a share of the terms is left when there are many vertices?

The share tends to $e^{-1/2}\approx 0.607$, so for large $n$ normal ordering removes about 39% of the terms. This is a count in which every pairing has weight one, whereas in a field theory each term also carries its propagators. That the pairings label the terms of the expansion is Wick's theorem itself, which is taken here as the interpretation of the count.

## Contractions as functions on legs

```lean
import Mathlib

open Finset Filter Topology

namespace SelfContractionFreePairings

/-- The full contractions of a finite set of legs: each leg is joined to a partner other than
itself, and the partner of the partner is the leg one started from. -/
def pairings (α : Type*) [Fintype α] [DecidableEq α] : Finset (α → α) :=
  univ.filter fun f => ∀ x, f (f x) = x ∧ f x ≠ x
```

A full contraction is stored as a function $f$ that sends each leg to its partner. The two conditions are $f(f(x))=x$ and $f(x)\neq x$. `pairings α` is the finite set of all such functions on a finite set `α` of legs. Any leg may be joined to any other, as for a real field; a complex field, where $\psi$ contracts only with $\psi^\dagger$, would need a different count.

```lean
/-- The full contractions of `n` two-leg vertices in which no vertex has its own two legs
joined. -/
def selfFree (n : ℕ) : Finset (Fin n × Bool → Fin n × Bool) :=
  (pairings (Fin n × Bool)).filter fun f => ∀ v, ¬ f (v, false) = (v, true)
```

A leg is a pair $(v,b)$: `Fin n` supplies the vertex $v$ and `Bool` says which of its two legs is meant. `selfFree n` keeps the contractions in which no $(v,\text{false})$ is joined to $(v,\text{true})$.

```lean
/-- The odd double factorial `(2m-1)!! = 1 · 3 ⋯ (2m-1)`, equal to `1` for `m = 0`. -/
def oddFact (m : ℕ) : ℕ := ∏ j ∈ range m, (2 * j + 1)
```

Note the argument: `oddFact m` is $(2m-1)!!$, not $m!!$. The empty product gives $(-1)!!=1$.

```lean
/-- The size of the `k`-th inclusion-exclusion term, `C(n,k) (2n-2k-1)!! / (2n-1)!!`, for
`k ≤ n`; it vanishes for `k > n`. -/
noncomputable def weight (n k : ℕ) : ℝ := n.choose k * oddFact (n - k) / oddFact n
```

This is the ratio
$$w(n,k)=\binom nk\frac{(2n-2k-1)!!}{(2n-1)!!}.$$
The name `weight` has nothing to do with the value of a diagram. Subtraction of natural numbers in Lean stops at zero, which is harmless here because the binomial coefficient vanishes for $k>n$.

## Counting all contractions

```lean
/-- On `2m` legs, a permutation consists of `m` two-cycles exactly when it is a full
contraction. -/
theorem cycleType_iff {α : Type*} [Fintype α] [DecidableEq α] {m : ℕ}
    (h : Fintype.card α = 2 * m) (g : Equiv.Perm α) :
    g.cycleType = Multiset.replicate m 2 ↔ ∀ x, g (g x) = x ∧ g x ≠ x := by
  constructor
  · intro hg
    have h2 : g ^ 2 = 1 := Equiv.Perm.pow_prime_eq_one_iff.2
      fun c hc => Multiset.eq_of_mem_replicate (hg ▸ hc)
    have hs : g.support = univ := by
      apply Finset.eq_univ_of_card
      rw [← Equiv.Perm.sum_cycleType, hg, h]
      simp [mul_comm]
    intro x
    refine ⟨?_, Equiv.Perm.mem_support.1 (hs ▸ Finset.mem_univ x)⟩
    have := congrArg (fun p : Equiv.Perm α => p x) h2
    simpa [pow_two] using this
  · intro hg
    have h2 : g ^ 2 = 1 := Equiv.ext fun x => by simp [pow_two, (hg x).1]
    have hr := Multiset.eq_replicate_card.2 (Equiv.Perm.pow_prime_eq_one_iff.1 h2)
    have hs : g.cycleType.sum = 2 * m := by
      rw [Equiv.Perm.sum_cycleType, ← h, ← Finset.card_univ]
      congr 1
      ext x
      simp [(hg x).2]
    rw [hr, Multiset.sum_replicate, smul_eq_mul] at hs
    rw [hr, show g.cycleType.card = m by omega]
```

Let $g$ be a permutation of $2m$ legs. If it consists of $m$ two-cycles, then $g^2=1$, and the cycles cover all $2m$ legs, so no leg is fixed. Conversely, $g^2=1$ makes every nontrivial cycle a two-cycle, and without fixed legs their lengths add up to $2m$, so there are $m$ of them. The two halves of the proof are these two arguments.

```lean
/-- A set of `2m` legs has `(2m-1)!!` full contractions. -/
theorem card_pairings {α : Type*} [Fintype α] [DecidableEq α] {m : ℕ}
    (h : Fintype.card α = 2 * m) : (pairings α).card = oddFact m := by
  have hb : (univ.filter fun g : Equiv.Perm α =>
      g.cycleType = Multiset.replicate m 2).card = (pairings α).card := by
    refine Finset.card_bij (fun g _ => ⇑g) ?_ ?_ ?_
    · intro g hg
      exact mem_filter.2 ⟨mem_univ _, (cycleType_iff h g).1 (mem_filter.1 hg).2⟩
    · intro a _ b _ hab
      exact DFunLike.coe_injective hab
    · intro f hf
      have hf' := (mem_filter.1 hf).2
      have hi : Function.Involutive f := fun x => (hf' x).1
      exact ⟨hi.toPerm f, mem_filter.2 ⟨mem_univ _, (cycleType_iff h _).2 hf'⟩, rfl⟩
  have hc := Equiv.Perm.card_of_cycleType_mul_eq (α := α) (Multiset.replicate m 2)
  have hp : ∏ n ∈ (Multiset.replicate m 2).toFinset,
      ((Multiset.replicate m 2).count n).factorial = m.factorial := by
    rcases Nat.eq_zero_or_pos m with rfl | hm
    · simp
    · simp [Multiset.toFinset_replicate, hm.ne']
  have hcond : (Multiset.replicate m 2).sum ≤ Fintype.card α ∧
      ∀ a ∈ Multiset.replicate m 2, 2 ≤ a :=
    ⟨by simp [h, mul_comm], fun a ha => (Multiset.eq_of_mem_replicate ha).ge⟩
  rw [if_pos hcond, hp, hb, h, Multiset.sum_replicate, Multiset.prod_replicate, smul_eq_mul,
    mul_comm m 2, Nat.sub_self, Nat.factorial_zero, one_mul] at hc
  -- the same product formula holds for the double factorial
  have ho : ∀ k : ℕ, oddFact k * (2 ^ k * k.factorial) = (2 * k).factorial := by
    intro k
    induction k with
    | zero => simp [oddFact]
    | succ k ih =>
      have hstep : oddFact (k + 1) = oddFact k * (2 * k + 1) := by
        rw [oddFact, prod_range_succ, oddFact]
      rw [show 2 * (k + 1) = 2 * k + 1 + 1 by ring, Nat.factorial_succ (2 * k + 1),
        Nat.factorial_succ (2 * k), ← ih, Nat.factorial_succ k, hstep]
      ring
  exact Nat.eq_of_mul_eq_mul_right (by positivity) (hc.trans (ho m).symm)
```

There are $(2m)!/(2^m\,m!)$ permutations made of $m$ two-cycles: order the legs in a row, cut the row into pairs, then divide by the order within the pairs and the order of the pairs. Mathlib supplies this count, and `Finset.card_bij` matches the permutations with the contractions. The induction `ho` shows $(2k-1)!!\,2^k\,k!=(2k)!$: going from $k$ to $k+1$ multiplies both sides by $(2k+1)(2k+2)$. Hence the number is $(2m-1)!!$.

## Removing the self-contractions

```lean
/-- Among the full contractions of `n` two-leg vertices, `(2(n-|S|)-1)!!` have a
self-contraction at every vertex of the set `S`. -/
theorem card_forced {n : ℕ} (S : Finset (Fin n)) :
    ((pairings (Fin n × Bool)).filter fun f => ∀ v ∈ S, f (v, false) = (v, true)).card
      = oddFact (n - S.card) := by
  have hcard : Fintype.card {x : Fin n × Bool // x.1 ∉ S} = 2 * (n - S.card) := by
    rw [Fintype.card_subtype, show (univ.filter fun x : Fin n × Bool => x.1 ∉ S)
      = Sᶜ ×ˢ univ by ext x; simp, card_product, card_compl]
    simp [mul_comm]
  rw [← card_pairings hcard]
  symm
  -- extend a contraction of the other legs by the self-contractions on `S`
  refine Finset.card_bij (fun g _ x => if h : x.1 ∈ S then (x.1, !x.2) else (g ⟨x, h⟩).1)
    ?_ ?_ ?_
  · intro g hg
    have hg' := (mem_filter.1 hg).2
    refine mem_filter.2 ⟨mem_filter.2 ⟨mem_univ _, fun x => ?_⟩, fun v hv => by simp [hv]⟩
    by_cases h : x.1 ∈ S
    · simp [h, Prod.ext_iff]
    · have h' := (g ⟨x, h⟩).2
      refine ⟨by simp [h, h', (hg' ⟨x, h⟩).1], fun e => (hg' ⟨x, h⟩).2 (Subtype.ext ?_)⟩
      simpa [h] using e
  · intro a _ b _ hab
    funext x
    have := congrFun hab x.1
    exact Subtype.ext (by simpa [x.2] using this)
  · intro f hf
    obtain ⟨hf1, hf2⟩ := mem_filter.1 hf
    have hp := (mem_filter.1 hf1).2
    have hS : ∀ x : Fin n × Bool, x.1 ∈ S → f x = (x.1, !x.2) := by
      rintro ⟨v, b⟩ hv
      cases b
      · exact hf2 v hv
      · have := (hp (v, false)).1
        rwa [hf2 v hv] at this
    have hN : ∀ x : Fin n × Bool, x.1 ∉ S → (f x).1 ∉ S := by
      intro x hx hfx
      have := hS (f x) hfx
      rw [(hp x).1] at this
      exact hx (by rw [this]; exact hfx)
    refine ⟨fun x => ⟨f x.1, hN x.1 x.2⟩, mem_filter.2 ⟨mem_univ _, fun x =>
      ⟨Subtype.ext (hp x.1).1, fun e => (hp x.1).2 (congrArg Subtype.val e)⟩⟩, ?_⟩
    funext x
    by_cases h : x.1 ∈ S
    · simp [h, hS x h]
    · simp [h]
```

Fix a set $S$ of vertices that must be self-contracted. Their legs are used up, so the other $2(n-|S|)$ legs are contracted among themselves, in $(2(n-|S|)-1)!!$ ways. The proof extends a contraction of the other legs by the self-contractions on $S$, and then shows that every contraction of the required kind arises once in this way.

```lean
/-- The number of full contractions of `n` two-leg vertices without a self-contraction is
`Σ_k (-1)^k C(n,k) (2n-2k-1)!!`. -/
theorem card_selfFree (n : ℕ) : ((selfFree n).card : ℤ)
    = ∑ k ∈ range (n + 1), (-1) ^ k * (n.choose k : ℤ) * oddFact (n - k) := by
  -- expand the product over vertices of (1 - indicator of a self-contraction)
  have key : ∀ f : Fin n × Bool → Fin n × Bool,
      (if ∀ v, ¬ f (v, false) = (v, true) then (1 : ℤ) else 0)
      = ∑ t ∈ (univ : Finset (Fin n)).powerset,
        (-1) ^ t.card * if ∀ v ∈ t, f (v, false) = (v, true) then (1 : ℤ) else 0 := by
    intro f
    have h := Finset.prod_add (fun v => (-1 : ℤ) * if f (v, false) = (v, true) then 1 else 0)
      (fun _ => 1) univ
    have h1 : ∀ v, (-1 : ℤ) * (if f (v, false) = (v, true) then 1 else 0) + 1
        = if ¬ f (v, false) = (v, true) then 1 else 0 := by
      intro v
      by_cases hv : f (v, false) = (v, true) <;> simp [hv]
    simp only [h1, prod_mul_distrib, prod_const, prod_ite_zero, one_pow, mul_one, mem_univ,
      true_imp_iff] at h
    exact h
  rw [selfFree, ← Finset.sum_boole, sum_congr rfl fun f _ => key f, sum_comm]
  simp only [← mul_sum, Finset.sum_boole, card_forced]
  rw [Finset.sum_powerset_apply_card (fun k => (-1 : ℤ) ^ k * (oddFact (n - k) : ℤ)),
    Finset.card_univ, Fintype.card_fin]
  refine sum_congr rfl fun k _ => ?_
  rw [nsmul_eq_mul]
  ring
```

Let $I_v(f)$ be 1 if $f$ has a self-contraction at $v$, and 0 otherwise. Then $f$ is free of self-contractions exactly when the following product is 1:
$$\prod_v\bigl(1-I_v(f)\bigr)=\sum_S(-1)^{|S|}\prod_{v\in S}I_v(f).$$
This is `key`. Summing over $f$, exchanging the sums (`sum_comm`) and inserting the previous count gives $(-1)^{|S|}(2(n-|S|)-1)!!$ for each $S$. There are $\binom nk$ sets of size $k$, so the number is
$$t_n=\sum_{k=0}^n(-1)^k\binom nk(2n-2k-1)!!.$$
The statement is made in the integers `ℤ` because of the signs.

For $n=0$ the empty contraction gives $t_0=1$. For $n=1$ the only contraction is a self-contraction, and $t_1=1-1=0$. For $n=3$,
$$t_3=15-3\cdot3+3\cdot1-1=8.$$
Directly: the first leg of vertex 1 has four possible partners, its second leg must go to the remaining vertex, with two choices, and the last pair is then fixed. The fraction is $8/15\approx0.533$.

## Many vertices

```lean
/-- The ratio `weight n (k+1)` follows from `weight n k` by the factor `(n-k) / ((k+1)(2(n-k)-1))`.
-/
theorem weight_succ (n k : ℕ) : weight n (k + 1)
    = weight n k * (((n : ℝ) - k) / ((k + 1) * (2 * ((n : ℝ) - k) - 1))) := by
  rcases lt_trichotomy k n with h | rfl | h
  · obtain ⟨m, rfl⟩ := Nat.exists_eq_add_of_lt h
    have hc : ((k + m + 1).choose (k + 1) : ℝ) * (k + 1) = (k + m + 1).choose k * (m + 1) := by
      have := Nat.choose_succ_right_eq (k + m + 1) k
      rw [show k + m + 1 - k = m + 1 by omega] at this
      exact_mod_cast this
    have ho : (oddFact (m + 1) : ℝ) = oddFact m * (2 * m + 1) := by
      simp [oddFact, prod_range_succ]
    have hk : (k : ℝ) + 1 ≠ 0 := by positivity
    have hm : 2 * (m : ℝ) + 1 ≠ 0 := by positivity
    have hc' : ((k + m + 1).choose (k + 1) : ℝ)
        = (k + m + 1).choose k * (m + 1) / (k + 1) := by rw [eq_div_iff hk, hc]
    rw [weight, weight, show k + m + 1 - (k + 1) = m by omega,
      show k + m + 1 - k = m + 1 by omega, ho, hc',
      show ((k + m + 1 : ℕ) : ℝ) - k = m + 1 by push_cast; ring,
      show 2 * ((m : ℝ) + 1) - 1 = 2 * m + 1 by ring]
    field_simp
  · simp [weight]
  · simp [weight, Nat.choose_eq_zero_of_lt h, Nat.choose_eq_zero_of_lt (Nat.lt_succ_of_lt h)]
```

For $k<n$, use
$$\binom n{k+1}=\binom nk\frac{n-k}{k+1},\qquad (2(n-k)-1)!!=(2(n-k)-1)\,(2(n-k-1)-1)!!.$$
Together they give
$$w(n,k+1)=w(n,k)\,\frac{n-k}{(k+1)(2(n-k)-1)}.$$
For $k\ge n$ both sides are zero.

```lean
/-- The size of the `k`-th inclusion-exclusion term, divided by the number `(2n-1)!!` of all
contractions, is at most `1/k!`, whatever the number `n` of vertices. -/
theorem weight_le (n k : ℕ) : weight n k ≤ 1 / k.factorial := by
  induction k with
  | zero => simpa [weight] using div_self_le_one (oddFact n : ℝ)
  | succ k ih =>
    rcases lt_or_ge k n with h | h
    · have h1 : (1 : ℝ) ≤ (n : ℝ) - k := by
        have : (k : ℝ) + 1 ≤ n := by exact_mod_cast h
        linarith
      have hf : ((n : ℝ) - k) / ((k + 1) * (2 * ((n : ℝ) - k) - 1)) ≤ 1 / (k + 1) := by
        have hk : (0 : ℝ) < k + 1 := by positivity
        have hd : 0 < 2 * ((n : ℝ) - k) - 1 := by linarith
        rw [div_le_div_iff₀ (mul_pos hk hd) hk]
        nlinarith
      have h0 : 0 ≤ weight n k := by unfold weight; positivity
      rw [weight_succ]
      calc _ ≤ weight n k * (1 / (k + 1)) := mul_le_mul_of_nonneg_left hf h0
        _ ≤ 1 / k.factorial * (1 / (k + 1)) := mul_le_mul_of_nonneg_right ih (by positivity)
        _ = _ := by rw [Nat.factorial_succ]; push_cast; field_simp
    · rw [weight, Nat.choose_eq_zero_of_lt (Nat.lt_succ_of_le h)]
      simp only [Nat.cast_zero, zero_mul, zero_div]
      positivity
```

Start from $w(n,0)=1$. For $d=n-k\ge1$ we have $d\le 2d-1$, so each step multiplies by at most $1/(k+1)$. By induction $w(n,k)\le1/k!$ for every $n$.

```lean
/-- As the number `n` of vertices grows, the size of the `k`-th inclusion-exclusion term, divided by
the number `(2n-1)!!` of all contractions, tends to `(1/2)^k / k!`. -/
theorem tendsto_weight (k : ℕ) :
    Tendsto (fun n => weight n k) atTop (𝓝 ((1 / 2) ^ k / k.factorial)) := by
  induction k with
  | zero =>
    have h : ∀ n, weight n 0 = 1 := fun n => by
      have : (oddFact n : ℝ) ≠ 0 := by
        exact_mod_cast (prod_pos fun j _ => Nat.succ_pos (2 * j)).ne'
      simp [weight, this]
    simp [h]
  | succ k ih =>
    have ha : Tendsto (fun n : ℕ => (n : ℝ) * 2 + -(2 * k + 1)) atTop atTop :=
      tendsto_atTop_add_const_right _ _
        (tendsto_natCast_atTop_atTop.atTop_mul_const (by norm_num))
    have gen : ∀ K D : ℝ, K ≠ 0 → D ≠ 0 →
        1 / (2 * K) * (1 + D⁻¹) = (D + 1) / 2 / (K * D) := by
      intro K D hK hD
      rw [eq_div_iff (mul_ne_zero hK hD)]
      linear_combination (D + D * D⁻¹) / 2 * mul_inv_cancel₀ hK + 1 / 2 * mul_inv_cancel₀ hD
    have hl := ((tendsto_inv_atTop_zero.comp ha).const_add 1).const_mul (1 / (2 * ((k : ℝ) + 1)))
    have hr : Tendsto (fun n : ℕ => ((n : ℝ) - k) / ((k + 1) * (2 * ((n : ℝ) - k) - 1))) atTop
        (𝓝 (1 / (2 * ((k : ℝ) + 1)) * (1 + 0))) := by
      refine hl.congr' ?_
      filter_upwards [ha.eventually_gt_atTop 0] with n hn
      have hk : (k : ℝ) + 1 ≠ 0 := by positivity
      have e : 2 * ((n : ℝ) - k) - 1 = (n : ℝ) * 2 + -(2 * k + 1) := by ring
      rw [e]
      refine (gen _ _ hk hn.ne').trans ?_
      congr 1
      ring
    simp only [weight_succ]
    convert ih.mul hr using 2
    rw [Nat.factorial_succ]
    push_cast
    field_simp
    ring
```

`Tendsto … atTop (𝓝 a)` says that the sequence converges to $a$ as $n\to\infty$. With $d=n-k$ again,
$$\frac{d}{2d-1}=\frac12\Bigl(1+\frac1{2d-1}\Bigr)\to\frac12 .$$
The step factor therefore tends to $1/(2(k+1))$, and induction on $k$ gives $w(n,k)\to(1/2)^k/k!$. In the code, `gen` is the algebraic identity and `hr` the limit of the factor.

```lean
/-- The alternating sum `Σ_k (-1)^k C(n,k) (2n-2k-1)!!`, divided by `(2n-1)!!`, tends to
`exp(-1/2)`. -/
theorem tendsto_alternating_sum :
    Tendsto (fun n : ℕ => (∑ k ∈ range (n + 1),
      (-1 : ℝ) ^ k * n.choose k * oddFact (n - k)) / oddFact n) atTop
      (𝓝 (Real.exp (-1 / 2))) := by
  have hs : Summable fun k : ℕ => (1 : ℝ) / k.factorial := by
    simpa using Real.summable_pow_div_factorial 1
  -- exchange the limit with the sum over `k`
  have h := tendsto_tsum_of_dominated_convergence (𝓕 := atTop)
    (f := fun n k => (-1 : ℝ) ^ k * weight n k) hs
    (fun k => (tendsto_weight k).const_mul ((-1 : ℝ) ^ k))
    (Eventually.of_forall fun n k => by
      have h0 : 0 ≤ weight n k := by unfold weight; positivity
      rw [norm_mul, norm_pow, norm_neg, norm_one, one_pow, one_mul, Real.norm_of_nonneg h0]
      exact weight_le n k)
  have he : Real.exp (-1 / 2) = ∑' k : ℕ, (-1 : ℝ) ^ k * ((1 / 2) ^ k / k.factorial) := by
    rw [Real.exp_eq_exp_ℝ, NormedSpace.exp_eq_tsum_div]
    refine tsum_congr fun k => ?_
    rw [← mul_div_assoc, ← mul_pow]
    norm_num
  rw [he]
  refine h.congr fun n => ?_
  rw [tsum_eq_sum (s := range (n + 1)), sum_div]
  · exact sum_congr rfl fun k _ => by rw [weight]; ring
  · intro k hk
    have : n < k := by simpa [Nat.lt_succ_iff] using hk
    simp [weight, Nat.choose_eq_zero_of_lt this]
```

Dividing $t_n$ by $(2n-1)!!$ gives $\sum_k(-1)^kw(n,k)$, which may run over all $k$ since the terms beyond $n$ vanish. To take the limit term by term, cut the sum at some $K$. The finite part converges, and the rest is at most $\sum_{k>K}1/k!$ for every $n$, which is small for large $K$. This is dominated convergence for series, invoked as `tendsto_tsum_of_dominated_convergence`. The limit is
$$\sum_{k=0}^\infty\frac{(-1/2)^k}{k!}=e^{-1/2}.$$

```lean
/-- As the number of two-leg vertices grows, the fraction of full contractions without a
self-contraction tends to `exp(-1/2)`. -/
theorem tendsto_fraction_selfFree :
    Tendsto (fun n : ℕ => ((selfFree n).card : ℝ) / (pairings (Fin n × Bool)).card) atTop
      (𝓝 (Real.exp (-1 / 2))) := by
  refine tendsto_alternating_sum.congr fun n => ?_
  have h := congrArg (Int.cast : ℤ → ℝ) (card_selfFree n)
  push_cast at h
  rw [card_pairings (m := n) (by simp [mul_comm]), h]

end SelfContractionFreePairings
```

The last theorem states the limit for the fraction itself: the number of contractions in `selfFree n` divided by the number of all contractions of the $2n$ legs. The proof replaces the numerator by $t_n$ and the denominator by $(2n-1)!!$, using the two counts above. The theorem gives the limit, with no estimate of how fast it is approached.

```lean
#print axioms SelfContractionFreePairings.tendsto_fraction_selfFree
-- 'SelfContractionFreePairings.tendsto_fraction_selfFree' depends on axioms: [propext, Classical.choice, Quot.sound]
```
